# The norm condition $D + D^\dagger = S'$ for a time-dependent basis with invertible overlap matrix

## One basis function

Take a single basis function with positive squared length $s(t)$, a real Hamiltonian matrix element $h$ (the energy is $h/s$), a complex number $d$, and a coefficient $c(t)$ obeying $i s c' = (h - i d)c$. A prime denotes the time derivative, and $\hbar = 1$. Multiplying by $-i$ gives $s c' = (-ih - d)c$, so

$$\frac{d}{dt}\left(s|c|^2\right) = s'|c|^2 + 2\,\mathrm{Re}(\bar c\, s c') = (s' - 2\,\mathrm{Re}\, d)\,|c|^2 .$$

The Hamiltonian term drops out because $-ih$ is imaginary. The rate vanishes for every value of $c$ exactly when $d + \bar d = s'$. With several functions, $s$, $h$ and $d$ become matrices.

## Where the equation of motion comes from

Let the basis vectors be the columns of a matrix $B(t)$, so that coefficients $c$ describe the state $Bc$. Projecting the Schrödinger equation with Hamiltonian $\mathcal H$ onto the basis gives $B^\dagger\left(i(Bc)' - \mathcal H Bc\right) = 0$, or

$$i S c' = (H - iD)c, \qquad S = B^\dagger B,\quad D = B^\dagger B',\quad H = B^\dagger \mathcal H B .$$

The matrix $D$ records how the basis moves. The main theorem allows any complex $D$ and asks which ones preserve the norm.

This bears on electron dynamics with atom-centred orbitals that follow the nuclei, for a finite basis and continuous time: a conserved norm tests only the Hermitian part of $D$, since adding an anti-Hermitian error leaves $D + D^\dagger$ unchanged.

## The statement in words

Coefficient vectors are functions `n → ℂ` on a finite index type. `overlap S a b` is $\langle a, Sb\rangle$, where $\langle a,b\rangle = \sum_i \bar a_i b_i$. `HasEntryDerivAt` differentiates a matrix entry by entry, and `SolvesAt` is the equation of motion at one instant, relating a vector to its velocity.

`norm_stationary_iff` assumes that $S$ has derivative $S'$ at $t$, that $S(t)$ is Hermitian and invertible, and that $H$ is Hermitian. It says that $\langle c,Sc\rangle$ has derivative zero at $t$ for every trajectory $c$ that is differentiable and satisfies the equation there if and only if $D + D^\dagger = S'$.

Invertibility means that the basis has no linear dependence at time $t$. Without it the "only if" direction can fail: for one function with $S = 0$ at all times, $H = 0$ and $D = 1$, the equation forces $c(t) = 0$, so the rate vanishes although $D + D^\dagger = 2 \neq S'$. Positivity of $S$ is not required; $\langle c,Sc\rangle$ is a genuine squared norm when $S$ is positive definite.

The conservation theorems take solutions for all times as given; they do not construct them, and they do not treat time-step errors. In `basis_overlap_deriv` and `moving_basis_conserved` the columns of $B$ have finitely many entries. For orbitals in continuous space, `overlap_conserved` applies once $D + D^\dagger = S'$ has been established separately.

## The rate and its converse

For two solutions $a$ and $b$ at time $t$, the product rule gives

$$\frac{d}{dt}\langle a,Sb\rangle = \langle a',Sb\rangle + \langle a,S'b\rangle + \langle a,Sb'\rangle .$$

Put $G = -iH - D$, so that $Sa' = Ga$ and $Sb' = Gb$. Since $S$ is Hermitian, the first term is $\langle Sa',b\rangle = \langle Ga,b\rangle = \langle a,G^\dagger b\rangle$. The last is $\langle a,Gb\rangle$. Because $H$ is Hermitian, $G^\dagger = iH - D^\dagger$, and therefore

$$\frac{d}{dt}\langle a,Sb\rangle = \langle a,(S' - D - D^\dagger)b\rangle .$$

Setting $a = b = c$ gives the norm rate, which vanishes if $D + D^\dagger = S'$.

Conversely, let $M = S' - D - D^\dagger$ and suppose every solution has a stationary norm at $t$. For any vector $v$, set $w = S(t)^{-1}Gv$. The straight trajectory $c(\tau) = v + (\tau - t)w$ satisfies the equation at $\tau = t$, so $\langle v,Mv\rangle = 0$. Applying this to $x + y$ and $x + iy$ yields

$$\langle x,My\rangle + \langle y,Mx\rangle = 0, \qquad i\langle x,My\rangle - i\langle y,Mx\rangle = 0 .$$

Hence $\langle x,My\rangle = 0$ for all $x,y$. Unit vectors pick out the entries of $M$, so $M = 0$.

If the condition holds at all times, every overlap between solutions has zero derivative and is constant. For a moving basis it holds automatically, since $S' = B'^\dagger B + B^\dagger B' = D^\dagger + D$.

## Anti-Hermitian $D$ and absorbing potentials

In an orthonormal moving basis $S' = 0$, so $D$ is anti-Hermitian. Carrying $D^\dagger = -D$ over to a basis with changing overlaps removes both $D$ terms from the rate and leaves a spurious drift $\langle c,S'c\rangle$.

The same calculation handles an absorbing potential. Replacing $H$ by $H - i\Gamma$, with $\Gamma$ Hermitian and positive semidefinite, changes the rate to $\langle c,(S' - D - D^\dagger - 2\Gamma)c\rangle$; this variant is derived here by hand and is absent from the file. In a moving basis only the loss $-2\langle c,\Gamma c\rangle$ remains.

## The Lean file

```lean
import Mathlib

open Matrix

namespace MovingBasisNorm

variable {m n : Type*} [Fintype m] [Fintype n]

/-- The number `⟨a, S b⟩`, the sum over `i` of `conj (a i) * (S b) i`, for two coefficient vectors
`a`, `b` and any square matrix `S`. -/
def overlap (S : Matrix n n ℂ) (a b : n → ℂ) : ℂ := star a ⬝ᵥ S *ᵥ b

/-- The matrix function `A` has the time derivative `A'` at time `t`, entry by entry. -/
def HasEntryDerivAt {k l : Type*} (A : ℝ → Matrix k l ℂ) (A' : Matrix k l ℂ) (t : ℝ) : Prop :=
  ∀ i j, HasDerivAt (fun s => A s i j) (A' i j) t

/-- The equation of motion `i S c' = (H - i D) c` at one instant, for coefficients `c`
with velocity `c'`. -/
def SolvesAt (S H D : Matrix n n ℂ) (c c' : n → ℂ) : Prop :=
  Complex.I • (S *ᵥ c') = (H - Complex.I • D) *ᵥ c

/-- The matrix `-i H - D`. -/
noncomputable def generator (H D : Matrix n n ℂ) : Matrix n n ℂ := -(Complex.I • H) - D

/-- The equation of motion is equivalent to `S c' = (-i H - D) c`. -/
theorem solvesAt_iff (S H D : Matrix n n ℂ) (c c' : n → ℂ) :
    SolvesAt S H D c c' ↔ S *ᵥ c' = generator H D *ᵥ c := by
  have hsm : ∀ (z : ℂ) (M : Matrix n n ℂ), (z • M) *ᵥ c = z • (M *ᵥ c) := by
    intro z M
    ext i
    simp only [Matrix.mulVec, dotProduct, Matrix.smul_apply, Pi.smul_apply, smul_eq_mul,
      Finset.mul_sum, mul_assoc]
  have hg : generator H D = (-Complex.I) • (H - Complex.I • D) := by
    simp [generator, smul_sub, smul_smul]
  have h1 : -Complex.I * Complex.I = 1 := by simp
  have h2 : Complex.I * -Complex.I = 1 := by simp
  rw [hg, hsm]
  constructor
  · intro h
    unfold SolvesAt at h
    rw [← h, smul_smul, h1, one_smul]
  · intro h
    unfold SolvesAt
    rw [h, smul_smul, h2, one_smul]

/-- A matrix moves to the left side of an inner product as its adjoint:
`⟨a, A† b⟩ = ⟨A a, b⟩`. -/
theorem overlap_conjTranspose (A : Matrix n n ℂ) (a b : n → ℂ) :
    overlap Aᴴ a b = star (A *ᵥ a) ⬝ᵥ b := by
  rw [overlap, Matrix.star_mulVec, Matrix.dotProduct_mulVec]

/-- Product rule for the overlap of two moving vectors in a time-dependent metric. -/
theorem hasDerivAt_overlap {S : ℝ → Matrix n n ℂ} {S' : Matrix n n ℂ}
    {a b : ℝ → n → ℂ} {a' b' : n → ℂ} {t : ℝ} (hS : HasEntryDerivAt S S' t)
    (ha : HasDerivAt a a' t) (hb : HasDerivAt b b' t) :
    HasDerivAt (fun s => overlap (S s) (a s) (b s))
      (overlap (S t) a' (b t) + overlap S' (a t) (b t) + overlap (S t) (a t) b') t := by
  have ha := hasDerivAt_pi.1 ha
  have hb := hasDerivAt_pi.1 hb
  have h := HasDerivAt.fun_sum (u := Finset.univ) fun i _ =>
    (ha i).star.fun_mul (HasDerivAt.fun_sum (u := Finset.univ) fun j _ =>
      (hS i j).fun_mul (hb j))
  simp only [overlap, dotProduct, Matrix.mulVec, Pi.star_apply]
  refine h.congr_deriv ?_
  simp only [Finset.sum_add_distrib, mul_add]
  ring

/-- For two solutions `a`, `b` of the equation of motion at time `t`, with `S(t)` and `H`
Hermitian, the overlap `⟨a, S b⟩` changes at the rate `⟨a, (S' - D - D†) b⟩`. -/
theorem overlap_rate {S : ℝ → Matrix n n ℂ} {S' H D : Matrix n n ℂ}
    {a b : ℝ → n → ℂ} {a' b' : n → ℂ} {t : ℝ} (hSd : HasEntryDerivAt S S' t)
    (hS : (S t).IsHermitian) (hH : H.IsHermitian)
    (ha : HasDerivAt a a' t) (hb : HasDerivAt b b' t)
    (hsa : SolvesAt (S t) H D (a t) a') (hsb : SolvesAt (S t) H D (b t) b') :
    HasDerivAt (fun s => overlap (S s) (a s) (b s))
      (overlap (S' - D - Dᴴ) (a t) (b t)) t := by
  rw [solvesAt_iff] at hsa hsb
  refine (hasDerivAt_overlap hSd ha hb).congr_deriv ?_
  -- both velocities are eliminated with the equation of motion
  have h1 : overlap (S t) a' (b t) = overlap (generator H D)ᴴ (a t) (b t) := by
    rw [overlap_conjTranspose (generator H D), ← hsa, ← overlap_conjTranspose, hS.eq]
  have h2 : overlap (S t) (a t) b' = overlap (generator H D) (a t) (b t) := by
    unfold overlap
    rw [hsb]
  have hadd : ∀ M N : Matrix n n ℂ,
      overlap M (a t) (b t) + overlap N (a t) (b t) = overlap (M + N) (a t) (b t) := by
    intro M N
    simp only [overlap, Matrix.add_mulVec, dotProduct_add]
  -- the Hamiltonian cancels between the two sides
  have hg : (generator H D)ᴴ = Complex.I • H - Dᴴ := by
    simp [generator, Matrix.conjTranspose_smul, hH.eq]
  have hM : (generator H D)ᴴ + S' + generator H D = S' - D - Dᴴ := by
    rw [hg, generator]
    abel
  rw [h1, h2, hadd, hadd, hM]

/-- A complex matrix whose quadratic form `⟨v, M v⟩` vanishes for every `v` is zero. -/
theorem eq_zero_of_overlap_self {M : Matrix n n ℂ} (h : ∀ v, overlap M v v = 0) : M = 0 := by
  classical
  have key : ∀ x y, overlap M x y = 0 := by
    intro x y
    -- polarization with `x + y` and `x + i y`
    have e1 : overlap M (x + y) (x + y)
        = overlap M x x + overlap M x y + overlap M y x + overlap M y y := by
      simp only [overlap, star_add, Matrix.mulVec_add, dotProduct_add, add_dotProduct]
      ring
    have e2 : overlap M (x + Complex.I • y) (x + Complex.I • y)
        = overlap M x x + Complex.I * overlap M x y - Complex.I * overlap M y x
          - Complex.I * Complex.I * overlap M y y := by
      simp only [overlap, star_add, star_smul, Matrix.mulVec_add, Matrix.mulVec_smul,
        dotProduct_add, add_dotProduct, smul_dotProduct, dotProduct_smul, smul_eq_mul,
        Complex.star_def, Complex.conj_I]
      ring
    rw [h, h x, h y] at e1 e2
    have h3 : Complex.I * (overlap M x y - overlap M y x) = 0 := by
      linear_combination -e2
    have h4 := (mul_eq_zero.mp h3).resolve_left Complex.I_ne_zero
    linear_combination (1 / 2 : ℂ) * h4 - (1 / 2 : ℂ) * e1
  ext i j
  have hs : star (Pi.single i (1 : ℂ)) = (Pi.single i 1 : n → ℂ) := by
    ext k
    by_cases hk : k = i <;> simp [hk]
  simpa [overlap, hs] using key (Pi.single i 1) (Pi.single j 1)

/-- Moving-basis norm condition: for `S(t)` Hermitian and invertible and `H` Hermitian, the norm
`⟨c, S c⟩` is stationary at time `t` for every `c` that obeys the equation of motion there
if and only if `D + D† = S'`. -/
theorem norm_stationary_iff [DecidableEq n] {S : ℝ → Matrix n n ℂ} {S' H D : Matrix n n ℂ}
    {t : ℝ} (hSd : HasEntryDerivAt S S' t) (hS : (S t).IsHermitian) (hU : IsUnit (S t))
    (hH : H.IsHermitian) :
    (∀ (c : ℝ → n → ℂ) (c' : n → ℂ), HasDerivAt c c' t → SolvesAt (S t) H D (c t) c' →
      HasDerivAt (fun s => overlap (S s) (c s) (c s)) 0 t) ↔ D + Dᴴ = S' := by
  constructor
  · intro h
    have hz : S' - D - Dᴴ = 0 := by
      apply eq_zero_of_overlap_self
      intro v
      -- invertibility of the metric gives a velocity for the vector `v`
      obtain ⟨w, hw⟩ : ∃ w, S t *ᵥ w = generator H D *ᵥ v := by
        obtain ⟨R, hR⟩ := hU.exists_right_inv
        refine ⟨(R * generator H D) *ᵥ v, ?_⟩
        rw [Matrix.mulVec_mulVec, ← Matrix.mul_assoc, hR, Matrix.one_mul]
      have hc : HasDerivAt (fun s : ℝ => v + (s - t) • w) w t :=
        ((((hasDerivAt_id' t).sub_const t).smul_const w).const_add v).congr_deriv
          (one_smul ℝ w)
      have hs : SolvesAt (S t) H D (v + (t - t) • w) w := by
        rw [sub_self, zero_smul, add_zero, solvesAt_iff]
        exact hw
      have e := (h _ w hc hs).unique (overlap_rate hSd hS hH hc hc hs hs)
      simp only [sub_self, zero_smul, add_zero] at e
      exact e.symm
    rw [sub_sub] at hz
    exact (sub_eq_zero.mp hz).symm
  · intro h c c' hc hs
    refine (overlap_rate hSd hS hH hc hc hs hs).congr_deriv ?_
    rw [sub_sub, h, sub_self]
    simp [overlap]

/-- If `S` and `H` are Hermitian and `D + D† = S'` at all times, the overlap `⟨a, S b⟩` of any
two solutions of the equation of motion is constant in time. -/
theorem overlap_conserved {S S' H D : ℝ → Matrix n n ℂ} {a b a' b' : ℝ → n → ℂ}
    (hSd : ∀ t, HasEntryDerivAt S (S' t) t) (hS : ∀ t, (S t).IsHermitian)
    (hH : ∀ t, (H t).IsHermitian) (hD : ∀ t, D t + (D t)ᴴ = S' t)
    (ha : ∀ t, HasDerivAt a (a' t) t) (hb : ∀ t, HasDerivAt b (b' t) t)
    (hsa : ∀ t, SolvesAt (S t) (H t) (D t) (a t) (a' t))
    (hsb : ∀ t, SolvesAt (S t) (H t) (D t) (b t) (b' t)) (t₀ t₁ : ℝ) :
    overlap (S t₁) (a t₁) (b t₁) = overlap (S t₀) (a t₀) (b t₀) := by
  have h : ∀ t, HasDerivAt (fun s => overlap (S s) (a s) (b s)) 0 t := by
    intro t
    refine (overlap_rate (hSd t) (hS t) (hH t) (ha t) (hb t) (hsa t) (hsb t)).congr_deriv ?_
    rw [sub_sub, hD, sub_self]
    simp [overlap]
  exact is_const_of_deriv_eq_zero (fun t => (h t).differentiableAt) (fun t => (h t).deriv) t₁ t₀

omit [Fintype n] in
/-- For basis vectors that are the columns of `B(t)`, the overlap matrix `S = B† B` has the
derivative `D + D†` with `D = B† B'`. -/
theorem basis_overlap_deriv {B : ℝ → Matrix m n ℂ} {B' : Matrix m n ℂ} {t : ℝ}
    (hB : HasEntryDerivAt B B' t) :
    HasEntryDerivAt (fun s => (B s)ᴴ * B s) ((B t)ᴴ * B' + ((B t)ᴴ * B')ᴴ) t := by
  intro i j
  have h := HasDerivAt.fun_sum (u := Finset.univ) fun k _ =>
    (hB k i).star.fun_mul (hB k j)
  rw [Matrix.conjTranspose_mul, Matrix.conjTranspose_conjTranspose]
  simp only [Matrix.add_apply, Matrix.mul_apply, Matrix.conjTranspose_apply]
  refine h.congr_deriv ?_
  rw [Finset.sum_add_distrib, add_comm]

/-- In a differentiable moving basis `B(t)`, with `S = B† B`, `D = B† B'` and `H` Hermitian,
the overlap of any two solutions of the equation of motion is constant in time. -/
theorem moving_basis_conserved {B B' : ℝ → Matrix m n ℂ} {H : ℝ → Matrix n n ℂ}
    {a b a' b' : ℝ → n → ℂ} (hB : ∀ t, HasEntryDerivAt B (B' t) t)
    (hH : ∀ t, (H t).IsHermitian)
    (ha : ∀ t, HasDerivAt a (a' t) t) (hb : ∀ t, HasDerivAt b (b' t) t)
    (hsa : ∀ t, SolvesAt ((B t)ᴴ * B t) (H t) ((B t)ᴴ * B' t) (a t) (a' t))
    (hsb : ∀ t, SolvesAt ((B t)ᴴ * B t) (H t) ((B t)ᴴ * B' t) (b t) (b' t)) (t₀ t₁ : ℝ) :
    overlap ((B t₁)ᴴ * B t₁) (a t₁) (b t₁) = overlap ((B t₀)ᴴ * B t₀) (a t₀) (b t₀) :=
  overlap_conserved (S := fun t => (B t)ᴴ * B t) (D := fun t => (B t)ᴴ * B' t)
    (fun t => basis_overlap_deriv (hB t))
    (fun t => Matrix.isHermitian_conjTranspose_mul_self (B t)) hH (fun _ => rfl)
    ha hb hsa hsb t₀ t₁

end MovingBasisNorm
```

```lean
#print axioms MovingBasisNorm.norm_stationary_iff
#print axioms MovingBasisNorm.moving_basis_conserved
```

```
'MovingBasisNorm.norm_stationary_iff' depends on axioms: [propext, Classical.choice, Quot.sound]
'MovingBasisNorm.moving_basis_conserved' depends on axioms: [propext, Classical.choice, Quot.sound]
```

## From the product rule to conservation

`solvesAt_iff` rewrites the equation of motion as $Sc' = Gc$, with `generator H D` for $G$. `overlap_conjTranspose` moves a matrix across the inner product, and `hasDerivAt_overlap` obtains the product rule by differentiating the finite sums.

In `overlap_rate`, `h1` and `h2` eliminate the two velocities, and `hM` performs the cancellation of $H$. `eq_zero_of_overlap_self` is the polarization argument: `e1` and `e2` expand the two quadratic forms, and `linear_combination` solves the resulting equations.

For the converse in `norm_stationary_iff`, a right inverse of `S t` supplies `w`, and `hc` and `hs` verify the straight trajectory. Its overlap now has two derivatives, zero by assumption and the value from `overlap_rate`; `unique` equates them. The forward implication from the matrix condition substitutes it into the rate.

`overlap_conserved` applies `is_const_of_deriv_eq_zero` to the vanishing rate. `basis_overlap_deriv` differentiates $B^\dagger B$, and `moving_basis_conserved` combines the two. Neither conservation theorem needs $S$ to be invertible, so linearly dependent basis vectors are allowed there.
